# For integer J, every polarisation leaves a dark state on a J → J dipole transition

Before simulating the fluorescence of an atom driven on a $J\to J$ transition, one checks whether the lower level contains a state that the light cannot excite. If the sublevels are degenerate, population that decays into such a state stays there and the fluorescence dies away, unless something drives it out again, such as a magnetic field in a suitable direction or a changing polarisation. For integer $J$ the check needs no diagonalisation: with one fixed polarisation and a dipole coupling proportional to $\mathbf e\cdot\mathbf J$, a dark state always exists. For half-odd $J$ the answer depends on the polarisation.

## Standard matrix elements, ordered by m

Let $N=2J$, and label the sublevels by $k=0,\dots,N$ with $m=N/2-k$, so that $k=0$ is the highest $m$. The raising matrix has the entries

$$(J_+)_{ij}=\sqrt{j(N+1-j)}\quad\text{if } i+1=j,$$

and zeros elsewhere. This is the usual $\sqrt{(J-m)(J+m+1)}$ with $m=N/2-j$. The entries are real, so the lowering matrix is $J_-=J_+^T$, and $J_x=(J_++J_-)/2$, $J_y=(J_+-J_-)/(2i)$. The matrix $J_z$ is diagonal.

In Lean the index type `Fin (N + 1)` holds the values $0,\dots,N$. A single natural number `N` thus covers integer and half-odd spins, including $J=0$.

```lean
import Mathlib

open scoped Matrix

namespace DarkStatesEqualSpin

noncomputable section

/-- The raising matrix `J₊` of spin `N/2`, in the basis `k = 0, …, N` with `m = N/2 - k`. -/
def raising (N : ℕ) : Matrix (Fin (N + 1)) (Fin (N + 1)) ℂ :=
  Matrix.of fun i j =>
    if (i : ℕ) + 1 = (j : ℕ) then ((Real.sqrt ((j : ℕ) * (N + 1 - (j : ℕ))) : ℝ) : ℂ) else 0

/-- The lowering matrix `J₋`, the transpose of the real matrix `J₊`. -/
def lowering (N : ℕ) : Matrix (Fin (N + 1)) (Fin (N + 1)) ℂ := (raising N)ᵀ

/-- The spin matrix `Jx = (J₊ + J₋)/2`. -/
def spinX (N : ℕ) : Matrix (Fin (N + 1)) (Fin (N + 1)) ℂ :=
  (1 / 2 : ℂ) • (raising N + lowering N)

/-- The spin matrix `Jy = (J₊ - J₋)/(2i)`. -/
def spinY (N : ℕ) : Matrix (Fin (N + 1)) (Fin (N + 1)) ℂ :=
  (-Complex.I / 2) • (raising N - lowering N)

/-- The spin matrix `Jz`, diagonal with entries `m = N/2 - k`. -/
def spinZ (N : ℕ) : Matrix (Fin (N + 1)) (Fin (N + 1)) ℂ :=
  Matrix.diagonal fun k => (N : ℂ) / 2 - ((k : ℕ) : ℂ)
```

The derivation needs just one property of the square roots: they are unchanged under $j\to N+1-j$, the symmetry between $m$ and $-m$. The commutation relations are never used. Without that symmetry the result fails. If the two raising elements at $J=1$ were $c_1$ and $c_2$, the determinant of $\mathbf e\cdot\mathbf J$ would be proportional to $c_1^2-c_2^2$, which need not vanish.

## The same J in both levels

By the Wigner–Eckart theorem, the dipole coupling between two levels of equal $J$ is a reduced matrix element times

$$M=\mathbf e\cdot\mathbf J=e_0J_x+e_1J_y+e_2J_z,$$

where $e_0,e_1,e_2$ are the $x,y,z$ components of the polarisation. The Lean code takes this form as its definition, without the overall constant and without complex conjugation of $\mathbf e$. The columns of $M$ refer to the lower level and its rows to the upper one. A dark state is a nonzero $\psi$ with $M\psi=0$; `IsDark` does not require it to be normalised.

```lean
/-- The matrix `e·J` for spin `N/2` and complex polarisation vector `e`. -/
def coupling (N : ℕ) (e : Fin 3 → ℂ) : Matrix (Fin (N + 1)) (Fin (N + 1)) ℂ :=
  e 0 • spinX N + e 1 • spinY N + e 2 • spinZ N

/-- A dark state for polarisation `e`: a nonzero state annihilated by `e·J`. -/
def IsDark (N : ℕ) (e : Fin 3 → ℂ) (ψ : Fin (N + 1) → ℂ) : Prop :=
  ψ ≠ 0 ∧ coupling N e *ᵥ ψ = 0
```

Equal $J$ makes $M$ square, which the determinant argument needs. For $J\to J-1$ there are fewer upper than lower states, so a dark state exists by counting alone. For $J\to J+1$ counting forces none.

## A polarisation with no condition on it

The vector $\mathbf e$ may be linear, circular or elliptical, and need not be normalised. If it is real, $M$ is Hermitian and is a rotated multiple of $J_z$, so its spectrum is known at once. If it is complex, $M$ is in general not Hermitian, and another argument is needed.

Take the matrix $U_{ij}=(-1)^i\,\delta_{j,N-i}$, which reverses the basis with alternating signs. It is the rotation by $\pi$ about $y$, up to an overall sign that cancels below. Multiplication gives

$$(UA)_{ij}=(-1)^iA_{N-i,j},\qquad (AU)_{ij}=A_{i,N-j}(-1)^{N-j},$$

and $(UU^T)_{ij}=(-1)^{i+j}\delta_{ij}=\delta_{ij}$. In Lean, `i.rev` is $N-i$.

```lean
/-- The rotation by `π` about `y`, up to an overall sign: it reverses the basis with alternating
signs. -/
def rotY (N : ℕ) : Matrix (Fin (N + 1)) (Fin (N + 1)) ℂ :=
  Matrix.of fun i j => if j = i.rev then (-1) ^ (i : ℕ) else 0

/-- Multiplying by the rotation on the left reverses the rows, with alternating signs. -/
lemma rotY_mul_apply {N : ℕ} (A : Matrix (Fin (N + 1)) (Fin (N + 1)) ℂ) (i j : Fin (N + 1)) :
    (rotY N * A) i j = (-1) ^ (i : ℕ) * A i.rev j := by
  simp only [Matrix.mul_apply, rotY, Matrix.of_apply, ite_mul, zero_mul,
    Finset.sum_ite_eq', Finset.mem_univ, if_true]

/-- Multiplying by the rotation on the right reverses the columns, with alternating signs. -/
lemma mul_rotY_apply {N : ℕ} (A : Matrix (Fin (N + 1)) (Fin (N + 1)) ℂ) (i j : Fin (N + 1)) :
    (A * rotY N) i j = A i j.rev * (-1) ^ (j.rev : ℕ) := by
  have h : ∀ k : Fin (N + 1), j = k.rev ↔ k = j.rev := by
    intro k
    constructor <;> (rintro rfl; simp)
  simp only [Matrix.mul_apply, rotY, Matrix.of_apply, h, mul_ite, mul_zero,
    Finset.sum_ite_eq', Finset.mem_univ, if_true]

/-- The rotation matrix is orthogonal. -/
theorem rotY_orthogonal (N : ℕ) : rotY N * (rotY N)ᵀ = 1 := by
  ext i j
  rw [rotY_mul_apply]
  by_cases h : i = j
  · subst h
    simp [rotY, ← mul_pow]
  · simp [rotY, h]
```

Now compare $UJ_+$ with $-J_-U$. Both have nonzero entries only where $i+j=N+1$. There the first has the entry $(-1)^i\sqrt{j(N+1-j)}$. The second has $-(-1)^{N-j}\sqrt{i(N+1-i)}$, and $N-j=i-1$ turns its sign into $(-1)^i$. The square roots agree because $i=N+1-j$. Hence $UJ_+=-J_-U$.

For $UJ_-=-J_+U$ the nonzero entries lie where $i+j+1=N$. The left side is $(-1)^i\sqrt{(N-i)(i+1)}$ and the right side is $-(-1)^{N-j}\sqrt{(N-j)(j+1)}$. These agree because $N-j=i+1$ and $j+1=N-i$.

For $J_z$, the reversal takes $m$ to $-m$, so $UJ_z=-J_zU$.

The three lemmas follow the same comparison. Each splits on whether the entry lies on the relevant antidiagonal; `omega` settles the index arithmetic, and in the first two `he` is the equality of the expressions under the roots.

```lean
/-- The rotation turns `J₊` into `-J₋`. -/
lemma rotY_raising (N : ℕ) : rotY N * raising N = -(lowering N * rotY N) := by
  ext i j
  have hi := i.isLt
  have hj := j.isLt
  rw [Matrix.neg_apply, rotY_mul_apply, mul_rotY_apply]
  simp only [lowering, Matrix.transpose_apply, raising, Matrix.of_apply, Fin.val_rev]
  by_cases h : (i : ℕ) + (j : ℕ) = N + 1
  · have h1 : N + 1 - ((i : ℕ) + 1) + 1 = (j : ℕ) := by omega
    have h2 : N + 1 - ((j : ℕ) + 1) + 1 = (i : ℕ) := by omega
    have hs : (-1 : ℂ) ^ (i : ℕ) = -(-1) ^ (N + 1 - ((j : ℕ) + 1)) := by
      rw [← h2, pow_succ]
      ring
    have hr : ((i : ℕ) : ℝ) + ((j : ℕ) : ℝ) = (N : ℝ) + 1 := by exact_mod_cast h
    have he : ((j : ℕ) : ℝ) * (N + 1 - (j : ℕ)) = (i : ℕ) * (N + 1 - (i : ℕ)) := by
      rw [← hr]
      ring
    rw [if_pos h1, if_pos h2, hs, he]
    ring
  · have h1 : ¬ N + 1 - ((i : ℕ) + 1) + 1 = (j : ℕ) := by omega
    have h2 : ¬ N + 1 - ((j : ℕ) + 1) + 1 = (i : ℕ) := by omega
    rw [if_neg h1, if_neg h2]
    simp

/-- The rotation turns `J₋` into `-J₊`. -/
lemma rotY_lowering (N : ℕ) : rotY N * lowering N = -(raising N * rotY N) := by
  ext i j
  have hi := i.isLt
  have hj := j.isLt
  rw [Matrix.neg_apply, rotY_mul_apply, mul_rotY_apply]
  simp only [lowering, Matrix.transpose_apply, raising, Matrix.of_apply, Fin.val_rev]
  by_cases h : (i : ℕ) + (j : ℕ) + 1 = N
  · have h1 : (j : ℕ) + 1 = N + 1 - ((i : ℕ) + 1) := by omega
    have h2 : (i : ℕ) + 1 = N + 1 - ((j : ℕ) + 1) := by omega
    have hr : ((i : ℕ) : ℝ) + ((j : ℕ) : ℝ) + 1 = (N : ℝ) := by exact_mod_cast h
    have he : (((j : ℕ) + 1 : ℕ) : ℝ) * (N + 1 - (((j : ℕ) + 1 : ℕ) : ℝ))
        = (((i : ℕ) + 1 : ℕ) : ℝ) * (N + 1 - (((i : ℕ) + 1 : ℕ) : ℝ)) := by
      push_cast
      rw [← hr]
      ring
    rw [if_pos h1, if_pos h2, ← h1, ← h2, he, pow_succ]
    ring
  · have h1 : ¬ (j : ℕ) + 1 = N + 1 - ((i : ℕ) + 1) := by omega
    have h2 : ¬ (i : ℕ) + 1 = N + 1 - ((j : ℕ) + 1) := by omega
    rw [if_neg h1, if_neg h2]
    simp

/-- The rotation turns `Jz` into `-Jz`. -/
lemma rotY_spinZ (N : ℕ) : rotY N * spinZ N = -(spinZ N * rotY N) := by
  ext i j
  rw [Matrix.neg_apply, rotY_mul_apply, mul_rotY_apply, spinZ]
  by_cases h : i = j.rev
  · subst h
    have hn : (j.rev : ℕ) + (j : ℕ) = N := by
      have hj := j.isLt
      rw [Fin.val_rev]
      omega
    have hc : ((j.rev : ℕ) : ℂ) + ((j : ℕ) : ℂ) = (N : ℂ) := by exact_mod_cast hn
    rw [Fin.rev_rev, Matrix.diagonal_apply_eq, Matrix.diagonal_apply_eq]
    linear_combination (-(-1 : ℂ) ^ (j.rev : ℕ)) * hc
  · have h' : i.rev ≠ j := fun hh => h (by rw [← hh, Fin.rev_rev])
    rw [Matrix.diagonal_apply_ne _ h, Matrix.diagonal_apply_ne _ h']
    simp
```

Write $M=aJ_++bJ_-+e_2J_z$ with $a=(e_0-ie_1)/2$ and $b=(e_0+ie_1)/2$. Transposition exchanges $J_+$ and $J_-$, so

$$UM=-(aJ_-+bJ_++e_2J_z)U=-M^TU.$$

Multiplying by $U^T$ on the right gives $UMU^T=-M^T$. Only linearity in $\mathbf e$ has entered, which is why no reality condition appears.

In the proof, `ht` computes the transpose, `h` is the displayed identity, and the last line uses orthogonality. The transpose refers to the chosen basis, but whether $M$ has a kernel does not depend on that choice.

```lean
/-- For every spin and every complex polarisation, the rotation by `π` about `y` carries
`e·J` into minus its transpose. -/
theorem coupling_similar (N : ℕ) (e : Fin 3 → ℂ) :
    rotY N * coupling N e * (rotY N)ᵀ = -(coupling N e)ᵀ := by
  -- transposition exchanges the raising and lowering matrices
  have ht : (coupling N e)ᵀ = e 0 • ((1 / 2 : ℂ) • (lowering N + raising N))
      + e 1 • ((-Complex.I / 2) • (lowering N - raising N)) + e 2 • spinZ N := by
    simp [coupling, spinX, spinY, spinZ, lowering]
  have h : rotY N * coupling N e = -((coupling N e)ᵀ * rotY N) := by
    rw [ht]
    simp only [coupling, spinX, spinY, mul_add, mul_sub, add_mul, sub_mul, Matrix.mul_smul,
      Matrix.smul_mul, rotY_raising, rotY_lowering, rotY_spinZ]
    module
  rw [h, neg_mul, Matrix.mul_assoc, rotY_orthogonal, mul_one]
```

The same similarity constrains the whole spectrum. Since $U(\lambda-M)U^T=\lambda+M^T$, the characteristic polynomial $p(\lambda)=\det(\lambda-M)$ satisfies $p(\lambda)=(-1)^{N+1}p(-\lambda)$. Nonzero eigenvalues therefore come in pairs $\pm\lambda$ of equal algebraic multiplicity, for integer and half-odd $J$ alike.

## An odd number of sublevels

Integer $J$ means that the level has an odd number $2J+1$ of sublevels. Taking determinants of $UMU^T=-M^T$ gives

$$(\det U)^2\det M=(-1)^{2J+1}\det M.$$

Orthogonality gives $(\det U)^2=1$, and the sign on the right is $-1$, so $\det M=-\det M=0$. A singular square matrix annihilates some nonzero vector, and that vector is the dark state.

Lean expresses integer spin by putting `2 * J` in place of `N`, with `J` a natural number. The hypothesis enters as `hodd`, and `hu` is the determinant of the orthogonality relation. The second theorem converts the zero determinant into a state. It gives existence and says nothing about uniqueness: for $\mathbf e=0$, which the statement allows, every nonzero state is dark. At $J=0$, $M$ is the $1\times1$ zero matrix and the only sublevel is dark.

```lean
/-- For integer `J` the determinant of `e·J` vanishes for every complex polarisation. -/
theorem det_coupling_integer (J : ℕ) (e : Fin 3 → ℂ) : (coupling (2 * J) e).det = 0 := by
  have hu := congrArg Matrix.det (rotY_orthogonal (2 * J))
  rw [Matrix.det_mul, Matrix.det_transpose, Matrix.det_one] at hu
  have hodd : (-1 : ℂ) ^ (2 * J + 1) = -1 := by
    rw [pow_succ, pow_mul]
    simp
  -- the dimension 2J + 1 is odd, so the determinant equals its own negative
  have h := congrArg Matrix.det (coupling_similar (2 * J) e)
  rw [Matrix.det_mul, Matrix.det_mul, Matrix.det_neg, Matrix.det_transpose,
    Matrix.det_transpose, Fintype.card_fin, hodd] at h
  linear_combination (1 / 2 : ℂ) * h - (1 / 2 : ℂ) * (coupling (2 * J) e).det * hu

/-- For integer `J`, every complex polarisation leaves a dark state on a `J → J` transition. -/
theorem exists_dark_integer (J : ℕ) (e : Fin 3 → ℂ) : ∃ ψ, IsDark (2 * J) e ψ :=
  Matrix.exists_mulVec_eq_zero_iff.mpr (det_coupling_integer J e)
```

For a numerical instance, take $J=1$ and $\mathbf e=(3,i,2)$, so that $a=2$ and $b=1$:

$$M=\begin{pmatrix}2&2\sqrt2&0\\ \sqrt2&0&2\sqrt2\\ 0&\sqrt2&-2\end{pmatrix}.$$

The first row requires $\psi_0=-\sqrt2\,\psi_1$ and the third $\psi_2=\psi_1/\sqrt2$. The second row then reads $-2\psi_1+2\psi_1=0$ and holds by itself. The normalised dark state is $(-2,\sqrt2,1)/\sqrt7$, with populations $4/7$, $2/7$ and $1/7$. Normalising the polarisation, by dividing $\mathbf e$ by $\sqrt{14}$, leaves the state unchanged. The eigenvalues of $M$ are $0$ and $\pm2\sqrt3$, paired as they should be.

## Half-odd J, where the polarisation decides

With an even number of sublevels the determinant equation reads $\det M=\det M$ and gives no information. Linear polarisation along $z$ shows that the conclusion itself can then fail. In that case $M=J_z$, and

$$\det J_z=\prod_{k=0}^{N}\left(\frac N2-k\right).$$

A vanishing factor would need $N=2k$, which is impossible for odd $N$. The determinant is nonzero, so no lower-level state is dark.

Lean writes $N$ as `2 * n + 1`, that is $J=n+1/2$, and the polarisation as `![0, 0, 1]`. The proof reduces the coupling to `spinZ`, takes the product of the diagonal entries, and derives the parity contradiction with `omega`.

```lean
/-- For half-odd spin `J = n + 1/2` and polarisation along `z`, the matrix `e·J` has nonzero
determinant and there is no dark state. -/
theorem no_dark_half_odd (n : ℕ) :
    (coupling (2 * n + 1) ![0, 0, 1]).det ≠ 0 ∧ ¬ ∃ ψ, IsDark (2 * n + 1) ![0, 0, 1] ψ := by
  have hdet : (coupling (2 * n + 1) ![0, 0, 1]).det ≠ 0 := by
    have hz : coupling (2 * n + 1) ![0, 0, 1] = spinZ (2 * n + 1) := by simp [coupling]
    rw [hz, spinZ, Matrix.det_diagonal, Finset.prod_ne_zero_iff]
    -- m = 0 would make the odd number 2n + 1 even
    intro k _ h
    have h2 : ((2 * n + 1 : ℕ) : ℂ) = ((2 * (k : ℕ) : ℕ) : ℂ) := by
      push_cast at h ⊢
      linear_combination 2 * h
    have h3 : 2 * n + 1 = 2 * (k : ℕ) := by exact_mod_cast h2
    omega
  exact ⟨hdet, fun h => hdet (Matrix.exists_mulVec_eq_zero_iff.mp h)⟩
```

The axis does not matter here, since any other linear polarisation gives a rotated multiple of $J_z$. Making the polarisation elliptical is not enough to create a dark state either: at $J=1/2$ one finds $\det M=-(e_0^2+e_1^2+e_2^2)/4$, which for nonzero $\mathbf e$ vanishes only if the polarisation is circular. For the circular polarisation $(1,i,0)$ one has $a=1$ and $b=0$, so $M=J_+$. Its first column is zero, because no sublevel lies above the highest $m$. That state is dark for every $J$, half-odd values included. With the normalised vector $(1,i,0)/\sqrt2$ the matrix is $J_+/\sqrt2$ and the dark state is the same.

In the last theorem `Pi.single 0 1` is the basis state $k=0$. The step `hc` identifies the coupling with `raising N`, and the remaining lines read off its first column.

```lean
/-- For every spin, the state of highest `m` is dark for the circular polarisation
`e = (1, i, 0)`. -/
theorem dark_circular (N : ℕ) : IsDark N ![1, Complex.I, 0] (Pi.single 0 1) := by
  have hI : Complex.I * (-Complex.I / 2) = 1 / 2 := by
    linear_combination (-1 / 2 : ℂ) * Complex.I_mul_I
  have hc : coupling N ![1, Complex.I, 0] = raising N := by
    change (1 : ℂ) • ((1 / 2 : ℂ) • (raising N + lowering N))
      + Complex.I • ((-Complex.I / 2) • (raising N - lowering N)) + (0 : ℂ) • spinZ N = _
    rw [smul_smul Complex.I, hI]
    module
  refine ⟨fun h => by simpa using congrFun h 0, ?_⟩
  rw [hc]
  funext i
  simp only [Matrix.mulVec, dotProduct, Pi.single_apply, mul_ite, mul_one, mul_zero,
    Finset.sum_ite_eq', Finset.mem_univ, if_true]
  simp [raising]

end

end DarkStatesEqualSpin
```

```lean
#print axioms DarkStatesEqualSpin.exists_dark_integer
#print axioms DarkStatesEqualSpin.no_dark_half_odd
#print axioms DarkStatesEqualSpin.dark_circular
```

```
'DarkStatesEqualSpin.exists_dark_integer' depends on axioms: [propext, Classical.choice, Quot.sound]
'DarkStatesEqualSpin.no_dark_half_odd' depends on axioms: [propext, Classical.choice, Quot.sound]
'DarkStatesEqualSpin.dark_circular' depends on axioms: [propext, Classical.choice, Quot.sound]
```
